# How normal-ordered powers of one commuting field change with the contraction

Suppose an interaction λ:φ⁴: has been normal-ordered with respect to one vacuum, and the same symbol is then copied into a calculation built on another, in which the field again has zero mean but a different variance. The Hamiltonian has changed without notice: a term quadratic in the field and a constant have gone missing. The identity below supplies the missing terms for every power of a single commuting field variable whose self-contraction is a scalar. In that one-variable setting it covers, for example, a polynomial anharmonic potential in one oscillator coordinate when the reference frequency is changed.

```lean
import Mathlib

open Polynomial Finset
open scoped Nat

namespace WickPowers

variable {R : Type*} [CommRing R]
```

The letter `R` stands for any commutative ring; a physicist may read it as the real numbers. `R[X]` is the ring of polynomials in one variable X with coefficients in `R`, and X plays the part of the field. The sign `‼` is the double factorial.

## Wick powers from a recurrence

```lean
/-- The normal-ordered `n`-th power of a field `X` whose self-contraction is `c`. -/
noncomputable def wickPow (c : R) : ℕ → R[X]
  | 0 => 1
  | 1 => X
  | n + 2 => X * wickPow c (n + 1) - ((n : R[X]) + 1) * C c * wickPow c n
```

Write H^c_n for `wickPow c n`, the normal-ordered n-th power with contraction c. The definition says

H^c_0 = 1, H^c_1 = X,

H^c_(n+2) = X H^c_(n+1) − (n+1) c H^c_n.

The expression `C c` is the number c regarded as a constant polynomial. The next powers are X² − c, X³ − 3cX and X⁴ − 6cX² + 3c².

The scalar c stands for the variance of the field in the vacuum that defines the ordering, where the field is taken to have zero mean. For the position of an oscillator with mass m and frequency ω it is ħ/(2mω); for a quantum field at a point it is finite only with a cutoff. In the code c is an arbitrary element of `R`, and no Hilbert space or Gaussian average appears.

```lean
/-- The number of ways to choose `k` disjoint contractions among `n` fields:
choose the `2k` contracted fields, then pair them. -/
def contractions (n k : ℕ) : ℕ := n.choose (2 * k) * (2 * k - 1)‼
```

Write a(n,k) for `contractions n k`:

a(n,k) = C(n,2k) (2k−1)!!

Here C(n,2k) is the binomial coefficient. One chooses the 2k fields to be contracted, then pairs them in (2k−1)!! ways. Subtraction of natural numbers in Lean stops at zero, so for k = 0 the second factor is 0!! = 1, in agreement with the usual convention (−1)!! = 1.

```lean
lemma wickPow_succ_succ (c : R) (n : ℕ) :
    wickPow c (n + 2) = X * wickPow c (n + 1) - ((n : R[X]) + 1) * C c * wickPow c n := rfl
```

This gives the recurrence a name for later use. The proof `rfl` means that it holds by definition.

## Counting the contractions

```lean
lemma contractions_zero (n : ℕ) : contractions n 0 = 1 := by
  simp [contractions]
```

There is one way to contract nothing: a(n,0) = 1.

```lean
lemma contractions_eq_zero {n k : ℕ} (h : n < 2 * k) : contractions n k = 0 := by
  simp [contractions, Nat.choose_eq_zero_of_lt h]
```

If 2k exceeds n, there are too few fields and a(n,k) = 0.

```lean
/-- Among `n + 2` fields, the last one is either uncontracted or contracted with one of the
other `n + 1`. -/
theorem contractions_succ (n k : ℕ) :
    contractions (n + 2) (k + 1) = contractions (n + 1) (k + 1) + (n + 1) * contractions n k := by
  have hd : (2 * (k + 1) - 1)‼ = (2 * k + 1) * (2 * k - 1)‼ := by
    cases k with
    | zero => rfl
    | succ j =>
      rw [show 2 * (j + 1 + 1) - 1 = (2 * j + 1) + 2 by omega,
        show 2 * (j + 1) - 1 = 2 * j + 1 by omega, Nat.doubleFactorial_add_two]
      ring
  have hp : (n + 2).choose (2 * (k + 1)) =
      (n + 1).choose (2 * k + 1) + (n + 1).choose (2 * (k + 1)) :=
    Nat.choose_succ_succ' (n + 1) (2 * k + 1)
  have hc := Nat.add_one_mul_choose_eq n (2 * k)
  unfold contractions
  rw [hp, hd, ← mul_assoc (n + 1), hc]
  ring
```

In ordinary notation,

a(n+2,k+1) = a(n+1,k+1) + (n+1) a(n,k).

Single out the last of n+2 fields. Either it is uncontracted, and k+1 pairs lie among the other n+1, or it is paired with one of those n+1 fields, and k pairs remain to be formed among n. The algebra uses three facts:

C(n+2,2k+2) = C(n+1,2k+1) + C(n+1,2k+2)

(2k+1)!! = (2k+1) (2k−1)!!

(n+1) C(n,2k) = (2k+1) C(n+1,2k+1)

They are `hp`, `hd` and `hc` in the proof. Multiplying the first by the second and applying the third to the first binomial gives the claim; `ring` does the final rearrangement.

```lean
/-- Marking one uncontracted field among `2k + m + 1` is the same as choosing that field first
and then contracting `k` pairs among the rest. -/
theorem contractions_mark (m k : ℕ) :
    contractions (2 * k + m + 1) k * (m + 1) = (2 * k + m + 1) * contractions (2 * k + m) k := by
  have h := Nat.choose_mul_succ_eq (2 * k + m) (2 * k)
  rw [show 2 * k + m + 1 - 2 * k = m + 1 by omega] at h
  unfold contractions
  calc _ = ((2 * k + m + 1).choose (2 * k) * (m + 1)) * (2 * k - 1)‼ := by ring
    _ = _ := by rw [← h]; ring
```

Put n = 2k+m, so that m fields out of n are uncontracted. The statement is

a(n+1,k) (m+1) = (n+1) a(n,k).

Both sides count contractions of n+1 fields with one uncontracted field marked. By hand, take the binomial identity C(n+1,2k) (n+1−2k) = (n+1) C(n,2k) and multiply by (2k−1)!!.

## Multiplying an expansion by the field

```lean
/-- Multiplying a term of the expansion by the field either adds a normal-ordered factor or
contracts the new field with an old one. -/
lemma field_mul_term (d : R) (n k : ℕ) :
    (contractions (n + 1) k : R[X]) * ((X : R[X]) * wickPow d (n + 1 - 2 * k)) =
      (contractions (n + 1) k : R[X]) * wickPow d (n + 2 - 2 * k) +
        ((n : R[X]) + 1) * C d * (contractions n k : R[X]) * wickPow d (n - 2 * k) := by
  rcases lt_trichotomy (2 * k) (n + 1) with h | h | h
  · obtain ⟨m, rfl⟩ := Nat.exists_eq_add_of_le (show 2 * k ≤ n by omega)
    have hc := congrArg (Nat.cast : ℕ → R[X]) (contractions_mark m k)
    push_cast at hc
    rw [show 2 * k + m + 1 - 2 * k = m + 1 by omega,
      show 2 * k + m + 2 - 2 * k = m + 2 by omega,
      show 2 * k + m - 2 * k = m by omega, wickPow_succ_succ]
    push_cast
    linear_combination (C d * wickPow d m) * hc
  · rw [show n + 1 - 2 * k = 0 by omega, show n + 2 - 2 * k = 1 by omega,
      contractions_eq_zero (show n < 2 * k by omega)]
    simp [wickPow]
  · rw [contractions_eq_zero h, contractions_eq_zero (show n < 2 * k by omega)]
    simp
```

For a second contraction d, this lemma reads

a(n+1,k) X H^d_(n+1−2k) = a(n+1,k) H^d_(n+2−2k) + (n+1) d a(n,k) H^d_(n−2k).

There are three cases. If 2k ≤ n, put n = 2k+m. The recurrence gives

X H^d_(m+1) = H^d_(m+2) + (m+1) d H^d_m.

Multiply by a(n+1,k) and replace a(n+1,k)(m+1) by (n+1)a(n,k), using the previous result. The tactic `linear_combination` does the same: it checks that the goal follows from a stated multiple of a known equation.

If 2k = n+1, the claim reduces to X H^d_0 = H^d_1, because a(n,k) = 0. If 2k > n+1, both coefficients vanish.

The middle case is where a slip can enter. One would like to write n+1−2k as (n−2k)+1 and apply the recurrence throughout. At 2k = n+1 the first expression is 0, but in Lean the second is 1, since n−2k has been cut off at zero. The case split prevents this.

## Replacing one contraction by another

```lean
/-- The change of normal ordering, with the sum taken over any range that contains all possible
numbers of contractions. -/
theorem wickPow_reorder_range (c d : R) : ∀ n N : ℕ, n < 2 * N →
    wickPow c n = ∑ k ∈ range N,
      (contractions n k : R[X]) * C (d - c) ^ k * wickPow d (n - 2 * k)
  | _, 0, h => by omega
  | 0, N + 1, _ => by
    have hz : ∀ k, contractions 0 (k + 1) = 0 := fun k => contractions_eq_zero (by omega)
    simp [Finset.sum_range_succ', hz, contractions_zero, wickPow]
  | 1, N + 1, _ => by
    have hz : ∀ k, contractions 1 (k + 1) = 0 := fun k => contractions_eq_zero (by omega)
    simp [Finset.sum_range_succ', hz, contractions_zero, wickPow]
  | n + 2, N + 1, h => by
    have h1 := wickPow_reorder_range c d (n + 1) (N + 1) (by omega)
    have h0 := wickPow_reorder_range c d n N (by omega)
    have h0' := wickPow_reorder_range c d n (N + 1) (by omega)
    -- multiply the expansion of the (n+1)-st power by the field
    have hX : X * wickPow c (n + 1) =
        ∑ k ∈ range (N + 1),
          (contractions (n + 1) k : R[X]) * C (d - c) ^ k * wickPow d (n + 2 - 2 * k) +
        ((n : R[X]) + 1) * C d * wickPow c n := by
      rw [h1, h0', Finset.mul_sum, Finset.mul_sum, ← Finset.sum_add_distrib]
      refine Finset.sum_congr rfl fun k _ => ?_
      linear_combination C (d - c) ^ k * field_mul_term d n k
    -- split the target sum by the fate of the last field
    have hT : ∑ k ∈ range N, (contractions (n + 2) (k + 1) : R[X]) * C (d - c) ^ (k + 1) *
          wickPow d (n + 2 - 2 * (k + 1)) =
        ∑ k ∈ range N, (contractions (n + 1) (k + 1) : R[X]) * C (d - c) ^ (k + 1) *
          wickPow d (n + 2 - 2 * (k + 1)) +
        ((n : R[X]) + 1) * C (d - c) * wickPow c n := by
      rw [h0, Finset.mul_sum, ← Finset.sum_add_distrib]
      refine Finset.sum_congr rfl fun k _ => ?_
      rw [contractions_succ, show n + 2 - 2 * (k + 1) = n - 2 * k by omega]
      push_cast
      ring
    have hC : C (d - c) = C d - C c := C_sub
    rw [Finset.sum_range_succ', contractions_zero] at hX
    rw [Finset.sum_range_succ', contractions_zero, hT, wickPow_succ_succ]
    linear_combination hX - ((n : R[X]) + 1) * wickPow c n * hC
```

The theorem states that, whenever n < 2N,

H^c_n = Σ_(k=0)^(N−1) a(n,k) (d−c)^k H^d_(n−2k).

`range N` is the set 0, …, N−1. The condition on N ensures that every nonzero term is included; any further terms vanish.

The argument is induction on n, using the two preceding values. For n = 0 and n = 1 only k = 0 contributes, and both sides are 1 or X. For the step, write δ = d−c and assume the expansion for n and n+1. Multiply the expansion of H^c_(n+1) by X and apply the lemma above to each term:

X H^c_(n+1) = Σ_k a(n+1,k) δ^k H^d_(n+2−2k) + (n+1) d H^c_n.

This is `hX`. The last term appears because its sum is the expansion of H^c_n again. Now subtract (n+1) c H^c_n, as the recurrence requires:

H^c_(n+2) = Σ_k a(n+1,k) δ^k H^d_(n+2−2k) + (n+1) δ H^c_n.

Expand the remaining H^c_n. For each k ≥ 0, the coefficient of δ^(k+1) H^d_(n−2k) is

a(n+1,k+1) + (n+1) a(n,k) = a(n+2,k+1).

The term without contractions has coefficient 1 on both sides, which completes the step.

In the code, `h1`, `h0` and `h0'` are the induction hypotheses, the last two for the same n with different summation ranges. `hT` carries out the coefficient comparison, starting from the target sum. `Finset.sum_range_succ'` separates the k = 0 term, and the last line combines the equations.

```lean
/-- **Change of normal ordering.** A Wick power with contraction `c` is a sum of Wick powers with
contraction `d`, each of `k` contracted pairs contributing a factor `d - c`. -/
theorem wickPow_reorder (c d : R) (n : ℕ) :
    wickPow c n = ∑ k ∈ range (n / 2 + 1),
      ((n.choose (2 * k) * (2 * k - 1)‼ : ℕ) : R[X]) * C (d - c) ^ k * wickPow d (n - 2 * k) :=
  wickPow_reorder_range c d n (n / 2 + 1) (by omega)
```

Choosing N = ⌊n/2⌋+1 gives the usual limits:

H^c_n = Σ_(k=0)^⌊n/2⌋ C(n,2k) (2k−1)!! (d−c)^k H^d_(n−2k).

It holds for all c and d in `R` and every natural number n. The smallest case with a contraction is n = 2:

X² − c = (X² − d) + (d − c).

It also fixes the sign: the factor is the new contraction minus the old one.

## Ordinary powers as a special case

```lean
/-- With zero contraction the Wick power is the ordinary power of the field. -/
theorem wickPow_zero_contraction : ∀ n : ℕ, wickPow (0 : R) n = X ^ n
  | 0 => by simp [wickPow]
  | 1 => by simp [wickPow]
  | n + 2 => by
    rw [wickPow_succ_succ, wickPow_zero_contraction (n + 1), C_0]
    ring
```

With c = 0 the subtraction in the recurrence disappears, leaving H^0_(n+2) = X H^0_(n+1). Hence H^0_n = X^n by induction.

```lean
/-- **Wick's expansion** of the ordinary power of a field into normal-ordered powers. -/
theorem wick_expansion (c : R) (n : ℕ) :
    (X : R[X]) ^ n = ∑ k ∈ range (n / 2 + 1),
      ((n.choose (2 * k) * (2 * k - 1)‼ : ℕ) : R[X]) * C c ^ k * wickPow c (n - 2 * k) := by
  have h := wickPow_reorder 0 c n
  rwa [wickPow_zero_contraction, sub_zero] at h
```

Start from zero contraction in the reordering theorem and call the new contraction c:

X^n = Σ_(k=0)^⌊n/2⌋ C(n,2k) (2k−1)!! c^k H^c_(n−2k).

This is Wick's expansion for a power of one field. All factors are the same variable, so every contraction has the same value c and it is enough to count pairings. Products of different fields, with time ordering or fermionic signs, need a sum over individual pairings and are not treated here.

## Derivatives and Hermite polynomials

```lean
/-- Differentiating a Wick power with respect to the field lowers it as for an ordinary power. -/
theorem derivative_wickPow (c : R) : ∀ n : ℕ,
    derivative (wickPow c (n + 1)) = ((n : R[X]) + 1) * wickPow c n
  | 0 => by simp [wickPow]
  | 1 => by
    have h : wickPow c (1 + 1) = X * X - C c := by
      change X * X - (((0 : ℕ) : R[X]) + 1) * C c * 1 = _
      push_cast
      ring
    have h1 : wickPow c 1 = X := rfl
    rw [h, h1, derivative_sub, derivative_mul, derivative_X, derivative_C]
    push_cast
    ring
  | n + 2 => by
    have hk : ((n + 1 : ℕ) : R[X]) + 1 = ((n + 2 : ℕ) : R[X]) := by push_cast; ring
    rw [wickPow_succ_succ c (n + 1), hk, derivative_sub, derivative_mul, derivative_mul,
      derivative_mul, derivative_X, derivative_C, derivative_natCast,
      derivative_wickPow c (n + 1), derivative_wickPow c n, wickPow_succ_succ c n]
    push_cast
    ring
```

With D the formal derivative with respect to X,

D H^c_(n+1) = (n+1) H^c_n.

The first two cases are D X = 1 and D(X² − c) = 2X. For the induction step, differentiate the recurrence for H^c_(n+3) and insert the two earlier cases:

D H^c_(n+3) = H^c_(n+2) + (n+2) X H^c_(n+1) − (n+2)(n+1) c H^c_n

= H^c_(n+2) + (n+2) [X H^c_(n+1) − (n+1) c H^c_n]

= (n+3) H^c_(n+2).

The bracket is H^c_(n+2) by the recurrence. The long `rw` applies the product rule and these substitutions, and `ring` collects the terms.

```lean
/-- The next Wick power arises by applying the operator `X - c d/dX`. -/
theorem wickPow_succ (c : R) (n : ℕ) :
    wickPow c (n + 1) = X * wickPow c n - C c * derivative (wickPow c n) := by
  cases n with
  | zero => simp [wickPow]
  | succ n =>
    rw [derivative_wickPow, wickPow_succ_succ]
    ring
```

The derivative rule turns the three-term recurrence into a one-step rule:

H^c_(n+1) = X H^c_n − c D H^c_n.

For n = 0 the derivative is zero and the result is X. For a positive index, substituting the derivative rule gives back the recurrence.

```lean
/-- For unit contraction the Wick powers are the probabilists' Hermite polynomials. -/
theorem wickPow_one_eq_hermite (n : ℕ) : wickPow (1 : ℤ) n = hermite n := by
  induction n with
  | zero => simp [wickPow]
  | succ n ih => rw [wickPow_succ, hermite_succ, ih, C_1, one_mul]
```

Over the integers, with c = 1, the Wick powers are Mathlib's `hermite` polynomials. Both sequences start at 1 and obey the same one-step rule, so induction identifies them. These are the probabilists' polynomials, with leading coefficient 1; the ones usually written in oscillator eigenfunctions are scaled differently.

## The quartic interaction

```lean
/-- Reordering the quartic interaction produces a quadratic term and a constant. -/
theorem quartic_reorder (c d : R) :
    wickPow c 4 = wickPow d 4 + 6 * C (d - c) * wickPow d 2 + 3 * C (d - c) ^ 2 := by
  have h2 : ∀ e : R, wickPow e 2 = X ^ 2 - C e := fun e => by
    change X * X - (((0 : ℕ) : R[X]) + 1) * C e * 1 = _
    push_cast
    ring
  have h3 : ∀ e : R, wickPow e 3 = X * wickPow e 2 - 2 * C e * X := fun e => by
    change X * wickPow e 2 - (((1 : ℕ) : R[X]) + 1) * C e * X = _
    push_cast
    ring
  have h4 : ∀ e : R, wickPow e 4 = X * wickPow e 3 - 3 * C e * wickPow e 2 := fun e => by
    change X * wickPow e 3 - (((2 : ℕ) : R[X]) + 1) * C e * wickPow e 2 = _
    push_cast
    ring
  rw [h4, h4, h3, h3, h2, h2, C_sub]
  ring

end WickPowers
```

For n = 4 the change of ordering is

H^c_4 = H^d_4 + 6(d−c) H^d_2 + 3(d−c)².

With a coupling λ in front, the terms missing from the copied Hamiltonian are 6λ(d−c) H^d_2, which shifts the quadratic part of the potential, and the constant 3λ(d−c)².

The general theorem gives these coefficients as C(4,2)·1!! = 6 and C(4,4)·3!! = 3. The code takes a more direct route. It unfolds the second, third and fourth powers for an arbitrary contraction e, in `h2`, `h3` and `h4`, and `ring` compares the resulting polynomials. By hand, both sides become X⁴ − 6cX² + 3c².

```lean
#print axioms WickPowers.field_mul_term
-- 'WickPowers.field_mul_term' depends on axioms: [propext, Classical.choice, Quot.sound]
#print axioms WickPowers.wick_expansion
-- 'WickPowers.wick_expansion' depends on axioms: [propext, Classical.choice, Quot.sound]
#print axioms WickPowers.wickPow_one_eq_hermite
-- 'WickPowers.wickPow_one_eq_hermite' depends on axioms: [propext, Classical.choice, Quot.sound]
#print axioms WickPowers.quartic_reorder
-- 'WickPowers.quartic_reorder' depends on axioms: [propext, Classical.choice, Quot.sound]
```
